# Each positive free Dirac level in a kinetically balanced basis lies strictly below its Schrödinger partner

## Why are my free-particle energies below the nonrelativistic ones?

I call a complex number $E$ a level of a matrix $A$ with metric $M$ if $Av = E\,Mv$ has a nonzero solution $v$, so I don't assume in advance that levels are real. In atomic units, I expand the large component of a free electron in finitely many two-component Gaussian functions $\chi_i$, and the small component in the balanced functions $\sigma\cdot p\,\chi_i/(2c)$. With the rest energy subtracted, every positive level I find lies below a level of the ordinary kinetic energy matrix in the same functions $\chi_i$, and the gap grows as I go up the spectrum. Kinetic balance is supposed to protect me from levels that are too low. Is this lowering a remnant of variational collapse, or is it physics?

## The lowering is the free-particle dispersion relation

It is physics. If $t$ is a level of the nonrelativistic kinetic problem in your basis, the corresponding positive Dirac level is
$$L(t)=\sqrt{c^4+2c^2t}-c^2 .$$
With $t=p^2/2$ this is the relativistic kinetic energy of a free electron of momentum $p$. The balanced basis applies that relation to each basis level $t$.

**The matrices.** Let $S$ be the overlap matrix of the $\chi_i$ and $T$ the matrix of $p^2/2$. Since $(\sigma\cdot p)^2=p^2$, the coupling $c\,\sigma\cdot p$ between large and small functions gives $T$. The small functions have overlap $T/(2c^2)$, and the shift $-2c^2$ turns this into $-T$. With large coefficients $u$ and small coefficients $w$, the equations are
$$Tw=E\,Su,\qquad Tu-Tw=\frac{E}{2c^2}\,Tw .$$

**Elimination of the large component.** The second row says $T\big(2c^2u-(2c^2+E)w\big)=0$. A positive definite $T$ annihilates only the zero vector, so $2c^2u=(2c^2+E)w$. Multiplying the first row by $2c^2$ and inserting this gives
$$2c^2\,Tw=E(2c^2+E)\,Sw .$$
If $w$ were zero, $u$ would be zero too, so an eigenvector has $w\neq0$. Hence $w$ solves $Tw=t\,Sw$ with
$$t=E+\frac{E^2}{2c^2},\qquad\text{that is}\qquad (E+c^2)^2=c^4+2c^2t .$$
Conversely, take $Tw=t\,Sw$ with $w\ne0$ and an $E$ that obeys this relation, and set $u=(1+E/2c^2)\,w$. Then $E\,Su=t\,Sw=Tw$ and $Tu-Tw=(E/2c^2)\,Tw$, so both rows hold.

**Real levels on two branches.** From $Tw=t\,Sw$ follows $w^\dagger Tw=t\,w^\dagger Sw$. Both expectation values are real and positive, so $t$ is as well. Since $L=L(t)$ obeys $L^2+2c^2L=2c^2t$, subtracting this from the equation for $E$ gives
$$(E-L)(E+2c^2+L)=0 .$$
Thus $E=L$ or $E=-2c^2-L$, and both are real.

**The size of the lowering.** Because $L+c^2$ is a square root, $L+2c^2>0$. The product $L(L+2c^2)=2c^2t$ is positive, so $L>0$. The other branch therefore lies below $-2c^2$, and the positive levels are exactly the $L(t)$. Dividing the same identity by $2c^2$ gives
$$t-L=\frac{L^2}{2c^2}>0 .$$
So $L<t$, and then $L^2<t^2$ yields $t-t^2/(2c^2)<L<t$. Since $L$ increases with $t$, so does the gap $L^2/(2c^2)$, which is the trend you see.

For a four-component program run with a finite balanced basis and no potential, this supplies reference energies that need only the nonrelativistic matrices $S$ and $T$.

**What the Lean statements say.** `IsLevel A M E` is your definition of a level, with complex $E$ and a nonzero complex vector. The finite type `n` labels the functions $\chi_i$, and `n ⊕ n` labels the large functions followed by the small ones. `diracMatrix T` and `balancedMetric c S T` are the two block matrices above, and `electronLevel c t` is $L(t)$. The hypothesis `PosDef` means Hermitian with positive expectation value in every nonzero vector. For $S$ it expresses linear independence of the basis, and for $T$ it says that no nonzero combination of the basis functions has zero kinetic energy. The real number $c>0$ is the speed of light, left without a numerical value; the electron mass and $\hbar$ are one.

The theorem `dirac_level_iff` is the dispersion relation for complex $E$, and it needs no assumption on $S$. With both matrices positive definite, `dirac_spectrum` gives the whole set of levels. `positive_dirac_levels` has two parts: a real $E$ is a positive Dirac level exactly when $E=L(t)$ for some real level $t$ of $T$ relative to $S$, and $L(t)<t$ for every such $t$.

The statements start from the matrices; the integrals over $\chi_i$ and $\sigma\cdot p\,\chi_i/(2c)$ that lead to them are physical input. They describe sets of levels without multiplicities, for a single electron with no nuclear attraction and no electron repulsion, in a finite basis whose small functions are matched one to one with the large ones.

```lean
import Mathlib

open Matrix
open scoped ComplexOrder

namespace KineticBalanceFreeSpectrum

noncomputable section

variable {n : Type*} [Fintype n]

/-- `E` is a level of the matrix `A` in a basis with metric `M`: the generalized eigenvalue
equation `A v = E M v` has a nonzero solution. -/
def IsLevel {m : Type*} [Fintype m] (A M : Matrix m m ℂ) (E : ℂ) : Prop :=
  ∃ v : m → ℂ, v ≠ 0 ∧ A *ᵥ v = E • (M *ᵥ v)

/-- The free Dirac matrix in a kinetically balanced basis with kinetic energy matrix `T`,
with the rest energy subtracted. -/
def diracMatrix (T : Matrix n n ℂ) : Matrix (n ⊕ n) (n ⊕ n) ℂ :=
  fromBlocks 0 T T (-T)

/-- The metric of the kinetically balanced basis, for speed of light `c ≠ 0`: overlap `S` for
the large component and `T / (2c²)` for the small component. -/
def balancedMetric (c : ℝ) (S T : Matrix n n ℂ) : Matrix (n ⊕ n) (n ⊕ n) ℂ :=
  fromBlocks S 0 0 ((1 / (2 * (c : ℂ) ^ 2)) • T)

/-- The relativistic energy `√(c⁴ + 2c²t) - c²` belonging to a nonrelativistic kinetic
energy `t ≥ 0`. -/
def electronLevel (c t : ℝ) : ℝ := √(c ^ 4 + 2 * c ^ 2 * t) - c ^ 2

/-- A positive definite kinetic energy matrix annihilates only the zero vector. -/
theorem kinetic_injective {T : Matrix n n ℂ} (hT : T.PosDef) {x : n → ℂ}
    (h : T *ᵥ x = 0) : x = 0 := by
  by_contra hx
  have h1 := hT.dotProduct_mulVec_pos hx
  rw [h, dotProduct_zero] at h1
  exact lt_irrefl _ h1

/-- For `c > 0` and positive definite `T`, a pair `(u, w)` solves the free Dirac equation in the
balanced basis at energy `E` exactly when `2c² u = (2c² + E) w` and `w` solves
`2c² T w = E (2c² + E) S w`. -/
theorem dirac_equation_iff {c : ℝ} (hc : 0 < c) {S T : Matrix n n ℂ} (hT : T.PosDef)
    (E : ℂ) (u w : n → ℂ) :
    diracMatrix T *ᵥ Sum.elim u w = E • (balancedMetric c S T *ᵥ Sum.elim u w) ↔
      (2 * (c : ℂ) ^ 2) • u = (2 * (c : ℂ) ^ 2 + E) • w ∧
      (2 * (c : ℂ) ^ 2) • (T *ᵥ w) = (E * (2 * (c : ℂ) ^ 2 + E)) • (S *ᵥ w) := by
  have hc0 : (c : ℂ) ≠ 0 := by exact_mod_cast hc.ne'
  have hk0 : 2 * (c : ℂ) ^ 2 ≠ 0 := mul_ne_zero two_ne_zero (pow_ne_zero 2 hc0)
  unfold diracMatrix balancedMetric
  generalize 2 * (c : ℂ) ^ 2 = k at hk0 ⊢
  -- the two block rows
  have split : fromBlocks 0 T T (-T) *ᵥ Sum.elim u w
      = E • (fromBlocks S 0 0 ((1 / k) • T) *ᵥ Sum.elim u w) ↔
      T *ᵥ w = E • (S *ᵥ u) ∧
      T *ᵥ u + -(T *ᵥ w) = E • ((1 / k) • (T *ᵥ w)) := by
    simp only [fromBlocks_mulVec, Sum.elim_comp_inl, Sum.elim_comp_inr, zero_mulVec,
      zero_add, add_zero, neg_mulVec, smul_mulVec]
    constructor
    · intro h
      exact ⟨funext fun i => congrFun h (Sum.inl i), funext fun i => congrFun h (Sum.inr i)⟩
    · rintro ⟨h1, h2⟩
      funext i
      cases i with
      | inl i => exact congrFun h1 i
      | inr i => exact congrFun h2 i
  have e : k • (E • ((1 / k) • (T *ᵥ w))) = E • (T *ᵥ w) := by
    rw [smul_smul, smul_smul]
    congr 1
    field_simp
  rw [split]
  constructor
  · rintro ⟨h1, h2⟩
    -- the lower row fixes the large component, since `T` is injective
    have hu : k • u = (k + E) • w := by
      apply sub_eq_zero.1
      apply kinetic_injective hT
      rw [mulVec_sub, mulVec_smul, mulVec_smul]
      linear_combination (norm := module) k • h2 + e
    have hs : k • (S *ᵥ u) = (k + E) • (S *ᵥ w) := by
      rw [← mulVec_smul, hu, mulVec_smul]
    exact ⟨hu, by linear_combination (norm := module) k • h1 + E • hs⟩
  · rintro ⟨hu, hw⟩
    have hs : k • (S *ᵥ u) = (k + E) • (S *ᵥ w) := by
      rw [← mulVec_smul, hu, mulVec_smul]
    have ht : k • (T *ᵥ u) = (k + E) • (T *ᵥ w) := by
      rw [← mulVec_smul, hu, mulVec_smul]
    constructor
    · refine smul_right_injective (n → ℂ) hk0 ?_
      show k • (T *ᵥ w) = k • (E • (S *ᵥ u))
      linear_combination (norm := module) hw - E • hs
    · refine smul_right_injective (n → ℂ) hk0 ?_
      show k • (T *ᵥ u + -(T *ᵥ w)) = k • (E • ((1 / k) • (T *ᵥ w)))
      linear_combination (norm := module) ht - e

/-- For `c > 0` and positive definite `T`, `E` is a level of the balanced free Dirac problem
exactly when `(E + c²)² = c⁴ + 2c²t`, that is `E + E²/(2c²) = t`, for some level `t` of `T`
relative to `S`. -/
theorem dirac_level_iff {c : ℝ} (hc : 0 < c) {S T : Matrix n n ℂ} (hT : T.PosDef) (E : ℂ) :
    IsLevel (diracMatrix T) (balancedMetric c S T) E ↔
      ∃ t : ℂ, IsLevel T S t ∧ (E + (c : ℂ) ^ 2) ^ 2 = (c : ℂ) ^ 4 + 2 * (c : ℂ) ^ 2 * t := by
  have hc0 : (c : ℂ) ≠ 0 := by exact_mod_cast hc.ne'
  have hk0 : 2 * (c : ℂ) ^ 2 ≠ 0 := mul_ne_zero two_ne_zero (pow_ne_zero 2 hc0)
  constructor
  · rintro ⟨v, hv, h⟩
    obtain ⟨u, w, rfl⟩ : ∃ u w : n → ℂ, v = Sum.elim u w :=
      ⟨v ∘ Sum.inl, v ∘ Sum.inr, (Sum.elim_comp_inl_inr v).symm⟩
    obtain ⟨hu, hw⟩ := (dirac_equation_iff hc hT E u w).1 h
    obtain ⟨t, ht⟩ : ∃ t : ℂ, 2 * (c : ℂ) ^ 2 * t = E * (2 * (c : ℂ) ^ 2 + E) :=
      ⟨(2 * (c : ℂ) ^ 2)⁻¹ * (E * (2 * (c : ℂ) ^ 2 + E)), mul_inv_cancel_left₀ hk0 _⟩
    refine ⟨t, ⟨w, ?_, ?_⟩, by linear_combination -ht⟩
    · -- a vanishing small component would force the large one to vanish
      intro h0
      rw [h0, smul_zero] at hu
      have hu0 : u = 0 := (smul_eq_zero.1 hu).resolve_left hk0
      apply hv
      funext i
      cases i with
      | inl i => exact congrFun hu0 i
      | inr i => exact congrFun h0 i
    · refine smul_right_injective (n → ℂ) hk0 ?_
      show (2 * (c : ℂ) ^ 2) • (T *ᵥ w) = (2 * (c : ℂ) ^ 2) • (t • (S *ᵥ w))
      rw [hw, smul_smul, ht]
  · rintro ⟨t, ⟨w, hw, h⟩, hE⟩
    refine ⟨Sum.elim (((2 * (c : ℂ) ^ 2)⁻¹ * (2 * (c : ℂ) ^ 2 + E)) • w) w, ?_, ?_⟩
    · intro h0
      exact hw (funext fun i => congrFun h0 (Sum.inr i))
    · refine (dirac_equation_iff hc hT E _ w).2 ⟨?_, ?_⟩
      · rw [smul_smul, mul_inv_cancel_left₀ hk0]
      · rw [h, smul_smul]
        congr 1
        linear_combination -hE

/-- For positive definite `S` and `T`, every level of `T` relative to `S` is real and
positive. -/
theorem schrodinger_level_pos {S T : Matrix n n ℂ} (hS : S.PosDef) (hT : T.PosDef) {t : ℂ}
    (h : IsLevel T S t) : ∃ r : ℝ, 0 < r ∧ t = r := by
  obtain ⟨w, hw, h⟩ := h
  have pS := hS.dotProduct_mulVec_pos hw
  have pT := hT.dotProduct_mulVec_pos hw
  -- compare the expectation values of `T` and `S`
  rw [h, dotProduct_smul, smul_eq_mul] at pT
  generalize star w ⬝ᵥ (S *ᵥ w) = a at pS pT
  rw [Complex.lt_def] at pS pT
  obtain ⟨s1, s2⟩ := pS
  obtain ⟨t1, t2⟩ := pT
  simp only [Complex.zero_re, Complex.zero_im, Complex.mul_re, Complex.mul_im] at s1 s2 t1 t2
  rw [← s2, mul_zero, sub_zero] at t1
  rw [← s2, mul_zero, zero_add] at t2
  have him : t.im = 0 := (mul_eq_zero.1 t2.symm).resolve_right s1.ne'
  exact ⟨t.re, (mul_pos_iff_of_pos_right s1).1 t1, Complex.ext (by simp) (by simp [him])⟩

/-- For `t ≥ 0` the relativistic energy `L` obeys `(L + c²)² = c⁴ + 2c²t`. -/
theorem electronLevel_dispersion (c : ℝ) {t : ℝ} (ht : 0 ≤ t) :
    (electronLevel c t + c ^ 2) ^ 2 = c ^ 4 + 2 * c ^ 2 * t := by
  unfold electronLevel
  rw [sub_add_cancel, Real.sq_sqrt (by positivity)]

/-- For `c > 0` and `t > 0` the relativistic energy is positive, lies strictly below `t`, and
lies strictly above `t - t²/(2c²)`. -/
theorem electronLevel_bounds {c t : ℝ} (hc : 0 < c) (ht : 0 < t) :
    0 < electronLevel c t ∧ electronLevel c t < t ∧
      t - t ^ 2 / (2 * c ^ 2) < electronLevel c t := by
  have hq := electronLevel_dispersion c ht.le
  have hn : 0 ≤ electronLevel c t + c ^ 2 := by
    unfold electronLevel
    rw [sub_add_cancel]
    exact Real.sqrt_nonneg _
  generalize electronLevel c t = L at hq hn ⊢
  have hc2 : 0 < c ^ 2 := by positivity
  have hk : 0 < 2 * c ^ 2 := by positivity
  have hprod : L * (L + 2 * c ^ 2) = 2 * c ^ 2 * t := by linear_combination hq
  have hL : 0 < L := by
    have h1 : 0 < L + 2 * c ^ 2 := by linarith
    have h2 : 0 < L * (L + 2 * c ^ 2) := by rw [hprod]; positivity
    exact (mul_pos_iff_of_pos_right h1).1 h2
  -- the relativistic lowering is `L²/(2c²)`
  have hdiff : t - L = L ^ 2 / (2 * c ^ 2) := by
    rw [eq_div_iff hk.ne']
    linear_combination -hprod
  have hlow : 0 < L ^ 2 / (2 * c ^ 2) := by positivity
  have hLt : L < t := by linarith
  have hup : L ^ 2 / (2 * c ^ 2) < t ^ 2 / (2 * c ^ 2) := by gcongr
  exact ⟨hL, hLt, by linarith⟩

/-- For `c > 0` and positive definite `S` and `T`, the complex levels of the balanced free Dirac
problem are exactly `L` and `-2c² - L`, where `L = √(c⁴ + 2c²t) - c²` and `t` runs over the
levels of `T` relative to `S`. -/
theorem dirac_spectrum {c : ℝ} (hc : 0 < c) {S T : Matrix n n ℂ} (hS : S.PosDef)
    (hT : T.PosDef) (E : ℂ) :
    IsLevel (diracMatrix T) (balancedMetric c S T) E ↔
      ∃ t : ℝ, IsLevel T S (t : ℂ) ∧
        (E = (electronLevel c t : ℂ) ∨ E = -2 * (c : ℂ) ^ 2 - (electronLevel c t : ℂ)) := by
  have cast {t : ℝ} (ht : 0 < t) : ((electronLevel c t : ℂ) + (c : ℂ) ^ 2) ^ 2
      = (c : ℂ) ^ 4 + 2 * (c : ℂ) ^ 2 * (t : ℂ) := by
    exact_mod_cast electronLevel_dispersion c ht.le
  rw [dirac_level_iff hc hT]
  constructor
  · rintro ⟨t, ht, hE⟩
    obtain ⟨r, hr, rfl⟩ := schrodinger_level_pos hS hT ht
    refine ⟨r, ht, ?_⟩
    -- the dispersion relation factors into the two branches
    have hf : (E - (electronLevel c r : ℂ)) *
        (E + 2 * (c : ℂ) ^ 2 + (electronLevel c r : ℂ)) = 0 := by
      linear_combination hE - cast hr
    rcases mul_eq_zero.1 hf with h | h
    · exact Or.inl (by linear_combination h)
    · exact Or.inr (by linear_combination h)
  · rintro ⟨t, ht, hE⟩
    obtain ⟨r, hr, e⟩ := schrodinger_level_pos hS hT ht
    have htr : t = r := by exact_mod_cast e
    have hL := cast (htr ▸ hr : 0 < t)
    refine ⟨t, ht, ?_⟩
    rcases hE with h | h
    · rw [h]
      exact hL
    · rw [h]
      linear_combination hL

/-- For `c > 0` and positive definite `S` and `T`, the positive levels of the balanced free Dirac
problem are exactly the energies `√(c⁴ + 2c²t) - c²` with `t` a level of `T` relative to `S`, and
each lies strictly below its `t`. -/
theorem positive_dirac_levels {c : ℝ} (hc : 0 < c) {S T : Matrix n n ℂ} (hS : S.PosDef)
    (hT : T.PosDef) :
    (∀ E : ℝ, (0 < E ∧ IsLevel (diracMatrix T) (balancedMetric c S T) (E : ℂ)) ↔
      ∃ t : ℝ, IsLevel T S (t : ℂ) ∧ E = electronLevel c t) ∧
    ∀ t : ℝ, IsLevel T S (t : ℂ) → electronLevel c t < t := by
  have pos {t : ℝ} (ht : IsLevel T S (t : ℂ)) : 0 < t := by
    obtain ⟨r, hr, e⟩ := schrodinger_level_pos hS hT ht
    have htr : t = r := by exact_mod_cast e
    rw [htr]
    exact hr
  refine ⟨fun E => ⟨?_, ?_⟩, fun t ht => (electronLevel_bounds hc (pos ht)).2.1⟩
  · rintro ⟨hE, h⟩
    obtain ⟨t, ht, h1 | h1⟩ := (dirac_spectrum hc hS hT _).1 h
    · exact ⟨t, ht, by exact_mod_cast h1⟩
    · -- the other branch is negative
      have h2 : E = -2 * c ^ 2 - electronLevel c t := by exact_mod_cast h1
      have h3 := (electronLevel_bounds hc (pos ht)).1
      have h4 : 0 < c ^ 2 := by positivity
      linarith
  · rintro ⟨t, ht, rfl⟩
    exact ⟨(electronLevel_bounds hc (pos ht)).1,
      (dirac_spectrum hc hS hT _).2 ⟨t, ht, Or.inl rfl⟩⟩

end

end KineticBalanceFreeSpectrum
```

```lean
#print axioms KineticBalanceFreeSpectrum.positive_dirac_levels
```

```
'KineticBalanceFreeSpectrum.positive_dirac_levels' depends on axioms: [propext, Classical.choice, Quot.sound]
```

**The elimination in Lean.** `kinetic_injective` shows that $Tx=0$ forces $x=0$, since otherwise the expectation value of $T$ in $x$ would be both zero and positive. `dirac_equation_iff` then treats a fixed pair $(u,w)$, joined into one vector by `Sum.elim u w`. It writes `k` for $2c^2$. The step `split` separates the block equation into its two rows, and `e` clears the factor $1/k$ in the lower one. In the forward direction, `hu` is the relation between $u$ and $w$ obtained from injectivity, and `hs` carries it through $S$ into the upper row. In the reverse direction, each row is proved after multiplication by `k`, which `smul_right_injective` then removes. The vector algebra is checked by `linear_combination (norm := module)`.

`dirac_level_iff` passes from pairs to levels. Forward, it cuts the eigenvector into $u$ and $w$, defines $t$ by $2c^2t=E(2c^2+E)$, and rules out $w=0$. Backward, it supplies the vector with $u=(2c^2)^{-1}(2c^2+E)\,w$.

**Signs and branches in Lean.** `schrodinger_level_pos` compares expectation values. In the order on complex numbers used here, a positive number has positive real part and zero imaginary part, so the proof reads off the two parts of $t$ separately. `electronLevel_dispersion` squares the root. `electronLevel_bounds` follows the estimate above: `hprod` is $L(L+2c^2)=2c^2t$, `hdiff` is the formula for the gap, and `hup` replaces $L^2$ by the larger $t^2$.

In `dirac_spectrum`, `hf` is the factored quadratic, and `mul_eq_zero` yields the two branches. For the converse, each branch is put back into the dispersion relation. Finally, `positive_dirac_levels` uses $L>0$ to discard the branch $-2c^2-L$ when $E$ is positive, and takes the strict inequality $L(t)<t$ from the bounds.
